# One-step phaseless AFQMC factors are multiplicative over non-interacting fragments up to a sum of pair products of phases

In its usual form, phaseless auxiliary-field quantum Monte Carlo (AFQMC) includes a factor \(\max(0,\cos\theta)\) in each update of a walker's weight, where \(\theta\) is the phase of the step. The phase of a composite walker step is taken here to be a plain real number, the sum of the fragment phases, with no reduction modulo \(2\pi\). This is harmless for the weight, which sees the phase only through its cosine. Write

\[
f(\theta)=\max(0,\cos\theta),\qquad B_n=\sum_{0\le i<j<n}|\theta_i||\theta_j| .
\]

For all real phases \(\theta_0,\dots,\theta_{n-1}\),

\[
\Bigl|\cos\sum_{k<n}\theta_k-\prod_{k<n}\cos\theta_k\Bigr|\le B_n,\qquad
\Bigl|f\Bigl(\sum_{k<n}\theta_k\Bigr)-\prod_{k<n}f(\theta_k)\Bigr|\le B_n .
\]

In Lean, \(f\) is `phaselessFactor`, \(B_n\) is `pairSum θ n`, and `θ : ℕ → ℝ` is a sequence of which only the first `n` entries matter. The two bounds are `cos_defect_le` and `phaseless_defect_le`.

## Separated fragments in one run or in several

In the usual form of phaseless AFQMC, one factor in the update of the walker weight is \(f(\theta)\), where \(\theta\) is the phase of the ratio of the walker's new to its old overlap with the trial state. For non-interacting fragments with product trial and walker states, the overlap ratios multiply, so their phases add. For the same auxiliary fields, a joint run then applies \(f(\sum_k\theta_k)\), while the factors of separate runs multiply to \(\prod_k f(\theta_k)\). The bound limits the difference between these two weight factors in a single step; it is not a bound on the size-consistency error of the energy.

With \(\theta_k=\sqrt{d\tau}\,a_k\), where \(d\tau\ge0\) is the time step and \(a_k\) a real amplitude that depends on the sampled auxiliary fields, the bound is \(d\tau\sum_{i<j}|a_i||a_j|\). The square root reflects that the fields enter the propagator multiplied by \(\sqrt{d\tau}\). Phases \(\pi/4,\pi/4\) give a difference of \(1/2\): the joint factor is \(f(\pi/2)=0\), the product \(1/2\).

## From two fragments to \(n\)

The inequality \(\cos x\ge 1-x^2/2\) is used twice. At \(2x\), together with \(\cos 2x=1-2\sin^2x\), it gives \(|\sin x|\le|x|\). At \(x\), it shows that \(\cos x<0\) forces \(x^2>2\), hence \(|x|\ge1\).

For two phases,

\[
|\cos(x+y)-\cos x\cos y|=|\sin x\sin y|\le|x||y| .
\]

For the clipped factor there are three cases:

- Both cosines are nonnegative. Then \(f(x)f(y)=\cos x\cos y\ge0\), and replacing \(\cos(x+y)\) by its positive part does not increase the distance to this number.
- Exactly one is negative. Then \(f(x)f(y)=0\) and \(\cos x\cos y\le0\), so \(\cos(x+y)\le|x||y|\).
- Both are negative. Then \(f(x)f(y)=0\) and \(f(x+y)\le1\le|x||y|\).

The third case is lost if one clips the bare bound directly, because clipping does not commute with the product: at \(x=y=\pi\), \(f(x)f(y)=0\) but \(\max(0,\cos x\cos y)=1\).

Now let \(g\) be \(\cos\) or \(f\), \(S_n=\sum_{k<n}\theta_k\) and \(P_n=\prod_{k<n}g(\theta_k)\). For \(n=0\), both \(g(S_0)\) and \(P_0\) are 1. Adding a fragment gives

\[
g(S_{n+1})-P_{n+1}=\bigl[g(S_n+\theta_n)-g(S_n)g(\theta_n)\bigr]+\bigl[g(S_n)-P_n\bigr]g(\theta_n).
\]

The first bracket is at most \(|S_n||\theta_n|\le\sum_{i<n}|\theta_i||\theta_n|\) in modulus. The second term is at most \(B_n\), since \(|g|\le1\). Together they give \(B_{n+1}\).

The order of the bound cannot be improved in general, as two fragments already show, although for three or more fragments the pair terms can cancel. For \(a,b\ge0\) with \(a+b\le\pi/2\), \(\sin x\ge 2x/\pi\) on \([0,\pi/2]\) yields

\[
f(a)f(b)-f(a+b)=\sin a\sin b\ge(2/\pi)^2ab .
\]

```lean
import Mathlib

open scoped Real

namespace PhaselessSizeConsistency

noncomputable section

/-- The phaseless factor `max(0, cos θ)` of a walker step with phase `θ`. -/
def phaselessFactor (θ : ℝ) : ℝ := max 0 (Real.cos θ)

/-- The sum of `|θ_i| |θ_j|` over all pairs `i < j` of the first `n` fragments. -/
def pairSum (θ : ℕ → ℝ) (n : ℕ) : ℝ :=
  ∑ j ∈ Finset.range n, ∑ i ∈ Finset.range j, |θ i| * |θ j|

/-- The sine of a phase is at most the phase in absolute value. -/
lemma abs_sin_le_phase (x : ℝ) : |Real.sin x| ≤ |x| := by
  have h := Real.one_sub_sq_div_two_le_cos (x := 2 * x)
  rw [Real.cos_two_mul] at h
  exact sq_le_sq.mp (by nlinarith [Real.sin_sq_add_cos_sq x])

/-- A phase with negative cosine has absolute value at least one. -/
lemma one_le_abs_of_cos_neg {x : ℝ} (hx : Real.cos x < 0) : 1 ≤ |x| := by
  have h := Real.one_sub_sq_div_two_le_cos (x := x)
  by_contra hc
  push Not at hc
  nlinarith [sq_abs x, abs_nonneg x]

/-- For two fragments, the cosine of the total phase differs from the product of the
cosines by at most `|x| |y|`. -/
theorem cos_pair_defect (x y : ℝ) :
    |Real.cos (x + y) - Real.cos x * Real.cos y| ≤ |x| * |y| := by
  have e : Real.cos (x + y) - Real.cos x * Real.cos y = -(Real.sin x * Real.sin y) := by
    rw [Real.cos_add]; ring
  rw [e, abs_neg, abs_mul]
  exact mul_le_mul (abs_sin_le_phase x) (abs_sin_le_phase y) (abs_nonneg _) (abs_nonneg _)

/-- For two fragments with arbitrary phases, the phaseless factor of the total phase differs
from the product of the phaseless factors by at most `|x| |y|`. -/
theorem phaseless_pair_defect (x y : ℝ) :
    |phaselessFactor (x + y) - phaselessFactor x * phaselessFactor y| ≤ |x| * |y| := by
  obtain ⟨hl, hr⟩ := abs_le.mp (cos_pair_defect x y)
  have hB : 0 ≤ |x| * |y| := by positivity
  unfold phaselessFactor
  rcases le_or_gt 0 (Real.cos x) with hx | hx <;> rcases le_or_gt 0 (Real.cos y) with hy | hy
  · -- no fragment is clipped
    have hp := mul_nonneg hx hy
    rw [max_eq_right hx, max_eq_right hy, abs_le]
    rcases max_cases (0 : ℝ) (Real.cos (x + y)) with ⟨h, h'⟩ | ⟨h, h'⟩ <;> rw [h] <;>
      constructor <;> linarith
  · -- one fragment is clipped: the product of cosines is not positive
    rw [max_eq_left hy.le, mul_zero, sub_zero, abs_of_nonneg (le_max_left _ _)]
    exact max_le hB (by nlinarith [mul_nonneg hx (neg_nonneg.mpr hy.le)])
  · rw [max_eq_left hx.le, zero_mul, sub_zero, abs_of_nonneg (le_max_left _ _)]
    exact max_le hB (by nlinarith [mul_nonneg hy (neg_nonneg.mpr hx.le)])
  · -- both are clipped: both phases have absolute value at least one, so the bound is at least one
    have h1 := one_le_abs_of_cos_neg hx
    have h2 := one_le_abs_of_cos_neg hy
    rw [max_eq_left hx.le, zero_mul, sub_zero, abs_of_nonneg (le_max_left _ _)]
    exact max_le hB (by
      nlinarith [mul_nonneg (sub_nonneg.2 h1) (sub_nonneg.2 h2), Real.cos_le_one (x + y)])

/-- If a weight factor `g` of modulus at most one, with `g 0 = 1`, is multiplicative over two
fragments up to `|x| |y|`, then it is multiplicative over `n` fragments up to the pair sum. -/
theorem defect_le_of_pair (g : ℝ → ℝ) (h0 : g 0 = 1) (h1 : ∀ x, |g x| ≤ 1)
    (h2 : ∀ x y, |g (x + y) - g x * g y| ≤ |x| * |y|) (θ : ℕ → ℝ) (n : ℕ) :
    |g (∑ k ∈ Finset.range n, θ k) - ∏ k ∈ Finset.range n, g (θ k)| ≤ pairSum θ n := by
  induction n with
  | zero => simp [pairSum, h0]
  | succ n ih =>
    have hs : pairSum θ (n + 1) =
        pairSum θ n + (∑ i ∈ Finset.range n, |θ i|) * |θ n| := by
      unfold pairSum
      rw [Finset.sum_range_succ, Finset.sum_mul]
    rw [Finset.sum_range_succ, Finset.prod_range_succ, hs]
    set S := ∑ k ∈ Finset.range n, θ k with hS
    set P := ∏ k ∈ Finset.range n, g (θ k)
    have hA : |S| ≤ ∑ i ∈ Finset.range n, |θ i| := Finset.abs_sum_le_sum_abs _ _
    have hm := mul_le_mul_of_nonneg_right hA (abs_nonneg (θ n))
    -- the old defect is damped by the factor of the new fragment
    have hd : |(g S - P) * g (θ n)| ≤ pairSum θ n := by
      rw [abs_mul]
      exact (mul_le_of_le_one_right (abs_nonneg _) (h1 _)).trans ih
    have e : g (S + θ n) - P * g (θ n) =
        (g (S + θ n) - g S * g (θ n)) + (g S - P) * g (θ n) := by ring
    rw [e]
    have ht := abs_add_le (g (S + θ n) - g S * g (θ n)) ((g S - P) * g (θ n))
    linarith [h2 S (θ n)]

/-- The cosine of the total phase differs from the product of the fragment cosines by at most
the sum of `|θ_i| |θ_j|` over pairs. -/
theorem cos_defect_le (θ : ℕ → ℝ) (n : ℕ) :
    |Real.cos (∑ k ∈ Finset.range n, θ k) - ∏ k ∈ Finset.range n, Real.cos (θ k)|
      ≤ pairSum θ n :=
  defect_le_of_pair Real.cos Real.cos_zero Real.abs_cos_le_one cos_pair_defect θ n

/-- The phaseless factor of the total phase differs from the product of the fragment factors
by at most the sum of `|θ_i| |θ_j|` over pairs, for arbitrary real phases. -/
theorem phaseless_defect_le (θ : ℕ → ℝ) (n : ℕ) :
    |phaselessFactor (∑ k ∈ Finset.range n, θ k)
      - ∏ k ∈ Finset.range n, phaselessFactor (θ k)| ≤ pairSum θ n := by
  refine defect_le_of_pair phaselessFactor ?_ (fun x => ?_) phaseless_pair_defect θ n
  · rw [phaselessFactor, Real.cos_zero]
    exact max_eq_right zero_le_one
  · rw [phaselessFactor, abs_of_nonneg (le_max_left _ _)]
    exact max_le zero_le_one (Real.cos_le_one x)

/-- For fragment phases `√dτ a_k`, the defect of the phaseless factor is at most `dτ` times
the pair sum of the amplitudes `a_k`. -/
theorem phaseless_defect_le_timestep (a : ℕ → ℝ) (n : ℕ) {dτ : ℝ} (hτ : 0 ≤ dτ) :
    |phaselessFactor (∑ k ∈ Finset.range n, √dτ * a k)
      - ∏ k ∈ Finset.range n, phaselessFactor (√dτ * a k)| ≤ dτ * pairSum a n := by
  have hs : pairSum (fun k => √dτ * a k) n = dτ * pairSum a n := by
    simp only [pairSum, Finset.mul_sum, abs_mul, abs_of_nonneg (Real.sqrt_nonneg dτ)]
    refine Finset.sum_congr rfl fun j _ => Finset.sum_congr rfl fun i _ => ?_
    linear_combination (|a i| * |a j|) * Real.mul_self_sqrt hτ
  rw [← hs]
  exact phaseless_defect_le (fun k => √dτ * a k) n

/-- For nonzero fragment overlap ratios `r_k`, the phaseless factor of their product differs
from the product of their phaseless factors by at most the pair sum of their phases. -/
theorem overlap_ratio_defect_le (r : ℕ → ℂ) (n : ℕ) (hr : ∀ k < n, r k ≠ 0) :
    |phaselessFactor (∏ k ∈ Finset.range n, r k).arg
      - ∏ k ∈ Finset.range n, phaselessFactor (r k).arg|
      ≤ pairSum (fun k => (r k).arg) n := by
  -- phases add modulo a full turn
  have key : ((∏ k ∈ Finset.range n, r k).arg : Real.Angle) =
      ((∑ k ∈ Finset.range n, (r k).arg : ℝ) : Real.Angle) := by
    induction n with
    | zero => simp
    | succ n ih =>
      have hP : ∏ k ∈ Finset.range n, r k ≠ 0 :=
        Finset.prod_ne_zero_iff.mpr fun k hk =>
          hr k ((Finset.mem_range.mp hk).trans (Nat.lt_succ_self n))
      rw [Finset.prod_range_succ, Finset.sum_range_succ,
        Complex.arg_mul_coe_angle hP (hr n (Nat.lt_succ_self n)),
        ih (fun k hk => hr k (hk.trans (Nat.lt_succ_self n))), Real.Angle.coe_add]
  have hc := congrArg Real.Angle.cos key
  simp only [Real.Angle.cos_coe] at hc
  have h := phaseless_defect_le (fun k => (r k).arg) n
  unfold phaselessFactor at h ⊢
  rw [hc]
  exact h

/-- For two nonnegative phases with sum at most `π/2`, the product of the phaseless factors
exceeds the factor of the total phase by at least `(2/π)² a b`. -/
theorem phaseless_defect_lower {a b : ℝ} (ha : 0 ≤ a) (hb : 0 ≤ b) (hab : a + b ≤ π / 2) :
    (2 / π) ^ 2 * (a * b) ≤
      phaselessFactor a * phaselessFactor b - phaselessFactor (a + b) := by
  have hpos : ∀ x : ℝ, 0 ≤ x → x ≤ π / 2 → phaselessFactor x = Real.cos x := fun x h h' =>
    max_eq_right (Real.cos_nonneg_of_neg_pi_div_two_le_of_le (by linarith [Real.pi_pos]) h')
  rw [hpos a ha (by linarith), hpos b hb (by linarith), hpos (a + b) (by linarith) hab,
    Real.cos_add]
  have h1 := Real.mul_le_sin ha (by linarith)
  have h2 := Real.mul_le_sin hb (by linarith)
  have h3 : 0 ≤ 2 / π * b := by positivity
  have h4 : 0 ≤ Real.sin a := le_trans (by positivity) h1
  have h5 := mul_le_mul h1 h2 h3 h4
  linarith [show (2 / π) ^ 2 * (a * b) = 2 / π * a * (2 / π * b) by ring]

/-- Two fragments with phase `π/4` each have composite phaseless factor `0`, while the product
of their separate factors is `1/2`. -/
theorem quarter_pi_not_size_consistent :
    phaselessFactor (π / 4 + π / 4) = 0 ∧
      phaselessFactor (π / 4) * phaselessFactor (π / 4) = 1 / 2 := by
  constructor
  · rw [phaselessFactor, show π / 4 + π / 4 = π / 2 by ring, Real.cos_pi_div_two, max_self]
  · rw [phaselessFactor, Real.cos_pi_div_four, max_eq_right (by positivity)]
    linear_combination (1 / 4) * Real.mul_self_sqrt (show (0 : ℝ) ≤ 2 by norm_num)

end

end PhaselessSizeConsistency
```

```lean
#print axioms PhaselessSizeConsistency.defect_le_of_pair
#print axioms PhaselessSizeConsistency.phaseless_defect_le_timestep
#print axioms PhaselessSizeConsistency.phaseless_defect_lower
#print axioms PhaselessSizeConsistency.quarter_pi_not_size_consistent
```

```
'PhaselessSizeConsistency.defect_le_of_pair' depends on axioms: [propext, Classical.choice, Quot.sound]
'PhaselessSizeConsistency.phaseless_defect_le_timestep' depends on axioms: [propext, Classical.choice, Quot.sound]
'PhaselessSizeConsistency.phaseless_defect_lower' depends on axioms: [propext, Classical.choice, Quot.sound]
'PhaselessSizeConsistency.quarter_pi_not_size_consistent' depends on axioms: [propext, Classical.choice, Quot.sound]
```

## Reach of the theorems

`phaseless_pair_defect` carries out the sign cases, with `linarith` closing the inequalities when both cosines are nonnegative and `nlinarith` in the other cases. `defect_le_of_pair` is the induction, stated for any `g` with the three properties used above; both main bounds are instances of it.

`overlap_ratio_defect_le` starts from complex ratios `r k` and uses their principal arguments. Its proof adds arguments modulo a full turn, then takes cosines. The hypothesis `hr` requires nonzero ratios, since a vanishing overlap has no phase. Without it the bound fails: Lean sets the argument of 0 to 0, so ratios \(0,-1\) give joint factor 1, product 0 and pair sum 0.

That the composite ratio is the product of the fragment ratios is a physical input here; it is not derived from a Hamiltonian in the Lean code. The force bias, population control and energy estimator do not enter. Nor does a one-step bound of order \(d\tau\) settle the limit \(d\tau\to0\): summed over the \(\beta/d\tau\) steps of a fixed imaginary time \(\beta\), it stays of order one.
